# The R⁻⁶ limit of the nonretarded Casimir–Polder energy for collinear, charge-conserving site responses

## Fragments as sites that exchange charge

Each fragment is modelled here as a finite set of sites on a line, with no dipoles built in. Its only property besides the site positions is a matrix that says how much charge flows between sites when their potentials change. The dipole polarizability, and with it the R⁻⁶ law, must then come out of charge flow and the bare Coulomb coupling.

Fragment A has sites i at coordinates x_i and response P. Fragment B has sites j at coordinates R + y_j and response Q. Potentials φ_k on A induce the charges −Σ_k P_ik φ_k. Two conditions are imposed on P, and likewise on Q:

- P is symmetric, which expresses reciprocity of the response.
- Each row of P sums to zero, so a uniform potential moves no charge. With symmetry, the columns also sum to zero, so the total charge of the fragment is conserved.

The coupling is V_ij = 1/(R + y_j − x_i), which is the Coulomb coupling when every site of B lies to the right of every site of A, as it does for large R. At second order in V, in atomic units, with P and Q taken at imaginary frequency ω, the dispersion energy is

E(R) = −(1/2π) ∫₀^∞ trace(P V Q Vᵀ) dω.

The coupling is instantaneous, so this is the nonretarded regime; the R⁻⁷ law of retarded interactions lies beyond the model.

## The statement in words

Write α_A = xᵀPx and α_B = yᵀQy for the axial polarizabilities. At fixed frequency, as R → ∞,

R⁶ trace(P V Q Vᵀ) → 4 α_A α_B.

This is `trace_dispersion_limit`. If every product P_ik Q_lj is integrable over positive ω, `casimirPolder_limit` gives

R⁶ E(R) → −(2/π) ∫₀^∞ α_A α_B dω.

In Lean, the site labels are arbitrary finite types `m` and `n`, the coordinates are functions such as `x : m → ℝ`, and the frequency-dependent responses are functions from ℝ to matrices. `ChargeConserving` bundles the two conditions above, which are required at every real ω although only positive ω enter the energy. `Tendsto … atTop (𝓝 …)` is the limit R → ∞.

Integrability is assumed; physically, it stands for responses that die off fast enough at high imaginary frequency. The energy formula is a definition, not derived from a Hamiltonian. Transverse polarization is absent, and there is no error bound at finite R. If the limiting integral vanishes, the theorem says only that E decays faster than R⁻⁶.

For electronic structure, the result recovers the axial part of the pairwise dispersion tail, within a second-order model of finitely many collinear sites.

## The derivation

**Terms that drop out.** Suppose V_ij = W_ij + u_i + v_j. Then PVQ and PWQ differ by

Σ_k Σ_l P_ik (u_k + v_l) Q_lj = (Σ_k P_ik u_k)(Σ_l Q_lj) + (Σ_k P_ik)(Σ_l v_l Q_lj) = 0.

Hence PVQ = PWQ, and transposing gives QVᵀP = QWᵀP. With cyclicity of the trace,

trace(PVQVᵀ) = trace(PWQVᵀ) = trace(WQVᵀP) = trace(WQWᵀP) = trace(PWQWᵀ).

**The dipole coupling.** Take u_i = 1/(R − x_i) and v_j = 1/(R + y_j) − 1/R. With a = x_i and b = y_j, what remains is

W_ij = 1/(R+b−a) − 1/(R−a) − 1/(R+b) + 1/R
= −b/((R−a)(R+b−a)) + b/(R(R+b))
= −ab(2R+b−a) / (R(R+b)(R−a)(R+b−a)).

Since 2R + b − a = (R − a) + (R + b),

R³W_ij = −ab · R/(R+b−a) · [R/(R−a) + R/(R+b)] → −2ab.

**The trace.** It is quadratic in the coupling, so R⁶ trace(PVQVᵀ) is the trace with R³W in place of V. That is a finite sum of products of entries, so its limit is

Σ_i Σ_j Σ_l Σ_k P_ik Q_lj (−2x_k y_l)(−2x_i y_j) = 4 α_A α_B.

**The frequency integral.** Integrating first replaces P_ik Q_lj by the constants ∫₀^∞ P_ik Q_lj dω, which do not depend on R. The same finite-sum limit applies, and −(1/2π) · 4 = −2/π.

**Without charge conservation.** Since R V_ij → 1, R² trace(PVQVᵀ) tends to the sum of all entries of P times that of Q. If numerical errors leave the entries of both matrices with nonzero totals, the trace therefore acquires a spurious R⁻² tail in this model. If either total is zero, the R⁻² coefficient vanishes.

## Two sites on each fragment, at R = 10

Let both fragments have sites 0 and 1 at coordinates 0 and 1, and let both responses be (1+ω²)⁻¹ times the matrix with rows (1, −1) and (−1, 1). At ω = 0 both polarizabilities are 1, and the trace is the square of

V_00 − V_01 − V_10 + V_11 = 2/R − 1/(R+1) − 1/(R−1) = −2/(R(R²−1)).

At R = 10 this is −2/990, so R⁶ times the trace is about 4.081, against the limit 4. Because ∫₀^∞ (1+ω²)⁻² dω = π/4, R⁶E is about −0.510, against −1/2.

## The Lean file

```lean
import Mathlib

open Filter Topology MeasureTheory Matrix

namespace CollinearCasimirPolder

noncomputable section

variable {m n : Type*} [Fintype m] [Fintype n]

/-- A symmetric site response with zero row sums: a uniform potential moves no charge. -/
structure ChargeConserving (P : Matrix m m ℝ) : Prop where
  isSymm : P.IsSymm
  row_sum : ∀ i, ∑ k, P i k = 0

/-- The coupling `1 / (R + y j - x i)` between sites at `x i` and `R + y j` on a common axis; it is
the Coulomb coupling when `x i < R + y j`. -/
def coulomb (x : m → ℝ) (y : n → ℝ) (R : ℝ) : Matrix m n ℝ :=
  Matrix.of fun i j => 1 / (R + y j - x i)

/-- The Coulomb coupling with terms depending on a single fragment's site subtracted. -/
def reduced (x : m → ℝ) (y : n → ℝ) (R : ℝ) : Matrix m n ℝ :=
  Matrix.of fun i j => 1 / (R + y j - x i) - 1 / (R - x i) - 1 / (R + y j) + 1 / R

/-- The axial dipole polarizability `xᵀ P x` of a site response. -/
def polarizability (x : m → ℝ) (P : Matrix m m ℝ) : ℝ := x ⬝ᵥ (P *ᵥ x)

/-- The second-order coupling trace `trace (P V Q Vᵀ)`. -/
def couplingTrace (P : Matrix m m ℝ) (Q : Matrix n n ℝ) (V : Matrix m n ℝ) : ℝ :=
  Matrix.trace (P * V * Q * Vᵀ)

/-- The nonretarded, second-order Casimir-Polder energy for responses at imaginary frequency `ω`, in
atomic units. -/
def energy (P : ℝ → Matrix m m ℝ) (Q : ℝ → Matrix n n ℝ) (x : m → ℝ) (y : n → ℝ)
    (R : ℝ) : ℝ :=
  -(1 / (2 * Real.pi)) * ∫ ω in Set.Ioi (0 : ℝ), couplingTrace (P ω) (Q ω) (coulomb x y R)

/-- The coupling trace written as a sum over two sites on each fragment. -/
lemma couplingTrace_expand (P : Matrix m m ℝ) (Q : Matrix n n ℝ) (V : Matrix m n ℝ) :
    couplingTrace P Q V =
      ∑ i, ∑ j, ∑ l, ∑ k, P i k * Q l j * (V k l * V i j) := by
  simp only [couplingTrace, Matrix.trace, Matrix.diag_apply, Matrix.mul_apply,
    Matrix.transpose_apply, Finset.sum_mul]
  refine Finset.sum_congr rfl fun i _ => Finset.sum_congr rfl fun j _ =>
    Finset.sum_congr rfl fun l _ => Finset.sum_congr rfl fun k _ => ?_
  ring

/-- For charge-conserving responses, coupling terms that depend on only one fragment's
site do not change the coupling trace. -/
theorem couplingTrace_gauge {P : Matrix m m ℝ} {Q : Matrix n n ℝ}
    (hP : ChargeConserving P) (hQ : ChargeConserving Q) {V W : Matrix m n ℝ}
    (u : m → ℝ) (v : n → ℝ) (h : ∀ i j, V i j = W i j + (u i + v j)) :
    couplingTrace P Q V = couplingTrace P Q W := by
  have hcol : ∀ j, ∑ l, Q l j = 0 := fun j =>
    (Finset.sum_congr rfl fun l _ => hQ.isSymm.apply j l).trans (hQ.row_sum j)
  have hG : P * (Matrix.of fun i j => u i + v j) * Q = 0 := by
    ext i j
    have h1 : ∀ l, (P * (Matrix.of fun i j => u i + v j)) i l = ∑ k, P i k * u k := by
      intro l
      simp only [Matrix.mul_apply, Matrix.of_apply, mul_add, Finset.sum_add_distrib,
        ← Finset.sum_mul, hP.row_sum, zero_mul, add_zero]
    rw [Matrix.mul_apply]
    simp only [h1, ← Finset.mul_sum, hcol, mul_zero, Matrix.zero_apply]
  have e : V = W + Matrix.of fun i j => u i + v j := by
    ext i j
    simp only [h, Matrix.add_apply, Matrix.of_apply]
  have key : P * V * Q = P * W * Q := by
    rw [e, Matrix.mul_add, Matrix.add_mul, hG, add_zero]
  -- symmetry carries the cancellation over to the transposed coupling
  have key2 : Q * Vᵀ * P = Q * Wᵀ * P := by
    have := congrArg Matrix.transpose key
    simpa only [Matrix.transpose_mul, hP.isSymm.eq, hQ.isSymm.eq, Matrix.mul_assoc] using this
  have cyc : ∀ X Y : Matrix m n ℝ,
      Matrix.trace (P * X * Q * Yᵀ) = Matrix.trace (X * (Q * Yᵀ * P)) := by
    intro X Y
    have e1 : P * X * Q * Yᵀ = P * (X * (Q * Yᵀ)) := by simp only [Matrix.mul_assoc]
    rw [e1, Matrix.trace_mul_comm]
    simp only [Matrix.mul_assoc]
  unfold couplingTrace
  rw [key, cyc W V, key2, ← cyc W W]

lemma couplingTrace_smul (P : Matrix m m ℝ) (Q : Matrix n n ℝ) (c : ℝ)
    (V : Matrix m n ℝ) : couplingTrace P Q (c • V) = c ^ 2 * couplingTrace P Q V := by
  simp only [couplingTrace, Matrix.transpose_smul, Matrix.mul_smul, Matrix.smul_mul,
    Matrix.trace_smul, smul_eq_mul]
  ring

lemma scaled_trace {P : Matrix m m ℝ} {Q : Matrix n n ℝ} (hP : ChargeConserving P)
    (hQ : ChargeConserving Q) (x : m → ℝ) (y : n → ℝ) (R : ℝ) :
    R ^ 6 * couplingTrace P Q (coulomb x y R) =
      couplingTrace P Q (R ^ 3 • reduced x y R) := by
  rw [couplingTrace_smul, couplingTrace_gauge hP hQ (W := reduced x y R)
    (fun i => 1 / (R - x i)) (fun j => 1 / (R + y j) - 1 / R)]
  · ring
  · intro i j
    simp only [coulomb, reduced, Matrix.of_apply]
    ring

/-- A coupling of product form `c aᵢ bⱼ` factorises the coupling trace. -/
lemma couplingTrace_product (P : Matrix m m ℝ) (Q : Matrix n n ℝ) (c : ℝ)
    (a : m → ℝ) (b : n → ℝ) :
    couplingTrace P Q (Matrix.of fun i j => c * a i * b j) =
      c ^ 2 * (polarizability a P * polarizability b Q) := by
  have ha : polarizability a P = ∑ i, ∑ k, a i * (P i k * a k) := by
    simp only [polarizability, Matrix.mulVec, dotProduct, Finset.mul_sum]
  have hb : polarizability b Q = ∑ j, ∑ l, b l * (Q l j * b j) := by
    simp only [polarizability, Matrix.mulVec, dotProduct, Finset.mul_sum]
    exact Finset.sum_comm
  rw [couplingTrace_expand, ha, hb, Finset.sum_mul, Finset.mul_sum]
  refine Finset.sum_congr rfl fun i _ => ?_
  rw [Finset.mul_sum, Finset.mul_sum]
  refine Finset.sum_congr rfl fun j _ => ?_
  rw [Finset.mul_sum, Finset.mul_sum]
  refine Finset.sum_congr rfl fun l _ => ?_
  rw [Finset.sum_mul, Finset.mul_sum]
  refine Finset.sum_congr rfl fun k _ => ?_
  simp only [Matrix.of_apply]
  ring

lemma tendsto_trace (P : Matrix m m ℝ) (Q : Matrix n n ℝ) {M : ℝ → Matrix m n ℝ}
    {D : Matrix m n ℝ} (h : ∀ i j, Tendsto (fun R => M R i j) atTop (𝓝 (D i j))) :
    Tendsto (fun R => couplingTrace P Q (M R)) atTop (𝓝 (couplingTrace P Q D)) := by
  simp only [couplingTrace_expand]
  exact tendsto_finsetSum _ fun i _ => tendsto_finsetSum _ fun j _ =>
    tendsto_finsetSum _ fun l _ => tendsto_finsetSum _ fun k _ =>
      ((h k l).mul (h i j)).const_mul _

lemma tendsto_ratio (c : ℝ) : Tendsto (fun R : ℝ => R / (R + c)) atTop (𝓝 1) := by
  have h : Tendsto (fun R : ℝ => 1 - c * (R + c)⁻¹) atTop (𝓝 (1 - c * 0)) :=
    ((tendsto_inv_atTop_zero.comp
      (tendsto_atTop_add_const_right _ c tendsto_id)).const_mul c).const_sub 1
  rw [mul_zero, sub_zero] at h
  refine h.congr' ?_
  filter_upwards [eventually_gt_atTop (-c)] with R hR
  have h0 : R + c ≠ 0 := (by linarith : 0 < R + c).ne'
  rw [eq_div_iff h0, sub_mul, mul_assoc, inv_mul_cancel₀ h0]
  ring

omit [Fintype m] [Fintype n] in
/-- The reduced coupling, multiplied by `R³`, tends to the axial dipole coupling `-2 xᵢ yⱼ`. -/
theorem reduced_tendsto_dipole (x : m → ℝ) (y : n → ℝ) (i : m) (j : n) :
    Tendsto (fun R => (R ^ 3 • reduced x y R) i j) atTop (𝓝 (-2 * x i * y j)) := by
  simp only [reduced, Matrix.smul_apply, Matrix.of_apply, smul_eq_mul]
  generalize x i = a
  generalize y j = b
  have h1 : Tendsto (fun R : ℝ => R / (R + b - a)) atTop (𝓝 1) := by
    simpa only [add_sub_assoc] using tendsto_ratio (b - a)
  have h2 : Tendsto (fun R : ℝ => R / (R - a)) atTop (𝓝 1) := by
    simpa only [sub_eq_add_neg] using tendsto_ratio (-a)
  have lim : Tendsto (fun R : ℝ => -(a * b) * (R / (R + b - a) * (R / (R - a) + R / (R + b))))
      atTop (𝓝 (-(a * b) * (1 * (1 + 1)))) :=
    (h1.mul (h2.add (tendsto_ratio b))).const_mul _
  rw [show -(a * b) * (1 * (1 + 1)) = -2 * a * b by ring] at lim
  refine lim.congr' ?_
  -- beyond the extent of the fragments all denominators are positive
  filter_upwards [eventually_gt_atTop (|a| + |b|)] with R hR
  have ha := le_abs_self a
  have hb := neg_abs_le b
  have ha0 := abs_nonneg a
  have hb0 := abs_nonneg b
  have e1 : R ≠ 0 := (by linarith : 0 < R).ne'
  have e2 : R - a ≠ 0 := (by linarith : 0 < R - a).ne'
  have e3 : R + b ≠ 0 := (by linarith : 0 < R + b).ne'
  have e4 : R + b - a ≠ 0 := (by linarith : 0 < R + b - a).ne'
  field_simp
  ring

/-- For charge-conserving responses, `R⁶ trace (P V Q Vᵀ)` tends to four times the
product of the axial polarizabilities. -/
theorem trace_dispersion_limit {P : Matrix m m ℝ} {Q : Matrix n n ℝ}
    (hP : ChargeConserving P) (hQ : ChargeConserving Q) (x : m → ℝ) (y : n → ℝ) :
    Tendsto (fun R => R ^ 6 * couplingTrace P Q (coulomb x y R)) atTop
      (𝓝 (4 * (polarizability x P * polarizability y Q))) := by
  simp only [scaled_trace hP hQ]
  have h := tendsto_trace P Q (D := Matrix.of fun i j => -2 * x i * y j)
    (reduced_tendsto_dipole x y)
  rw [couplingTrace_product] at h
  norm_num at h
  exact h

lemma integral_expand {P : ℝ → Matrix m m ℝ} {Q : ℝ → Matrix n n ℝ}
    (h : ∀ i k l j, IntegrableOn (fun ω => P ω i k * Q ω l j) (Set.Ioi 0))
    (M : Matrix m n ℝ) :
    ∫ ω in Set.Ioi (0 : ℝ), couplingTrace (P ω) (Q ω) M =
      ∑ i, ∑ j, ∑ l, ∑ k,
        (∫ ω in Set.Ioi (0 : ℝ), P ω i k * Q ω l j) * (M k l * M i j) := by
  have h0 := fun i j l k => (h i k l j).integrable.mul_const (M k l * M i j)
  simp only [couplingTrace_expand]
  rw [MeasureTheory.integral_finsetSum _ fun i _ => MeasureTheory.integrable_finsetSum _ fun j _ =>
    MeasureTheory.integrable_finsetSum _ fun l _ => MeasureTheory.integrable_finsetSum _ fun k _ => h0 i j l k]
  refine Finset.sum_congr rfl fun i _ => ?_
  rw [MeasureTheory.integral_finsetSum _ fun j _ => MeasureTheory.integrable_finsetSum _ fun l _ =>
    MeasureTheory.integrable_finsetSum _ fun k _ => h0 i j l k]
  refine Finset.sum_congr rfl fun j _ => ?_
  rw [MeasureTheory.integral_finsetSum _ fun l _ => MeasureTheory.integrable_finsetSum _ fun k _ => h0 i j l k]
  refine Finset.sum_congr rfl fun l _ => ?_
  rw [MeasureTheory.integral_finsetSum _ fun k _ => h0 i j l k]
  exact Finset.sum_congr rfl fun k _ => integral_mul_const _ _

/-- If all products of response entries are integrable over positive frequencies, the nonretarded
Casimir-Polder energy of collinear charge-conserving fragments, multiplied by `R⁶`, tends to
`-(2/π)` times the frequency integral of the product of axial polarizabilities. -/
theorem casimirPolder_limit {P : ℝ → Matrix m m ℝ} {Q : ℝ → Matrix n n ℝ}
    (hP : ∀ ω, ChargeConserving (P ω)) (hQ : ∀ ω, ChargeConserving (Q ω))
    (hint : ∀ i k l j, IntegrableOn (fun ω => P ω i k * Q ω l j) (Set.Ioi 0))
    (x : m → ℝ) (y : n → ℝ) :
    Tendsto (fun R => R ^ 6 * energy P Q x y R) atTop
      (𝓝 (-(2 / Real.pi) * ∫ ω in Set.Ioi (0 : ℝ),
        polarizability x (P ω) * polarizability y (Q ω))) := by
  have hE : ∀ R, R ^ 6 * energy P Q x y R = -(1 / (2 * Real.pi)) *
      ∫ ω in Set.Ioi (0 : ℝ), couplingTrace (P ω) (Q ω) (R ^ 3 • reduced x y R) := by
    intro R
    have hs := fun ω => scaled_trace (hP ω) (hQ ω) x y R
    unfold energy
    rw [mul_left_comm, ← integral_const_mul]
    simp only [hs]
  -- the integrated trace is a finite polynomial in the coupling entries
  have hlim : Tendsto (fun R => ∫ ω in Set.Ioi (0 : ℝ),
      couplingTrace (P ω) (Q ω) (R ^ 3 • reduced x y R)) atTop
      (𝓝 (∫ ω in Set.Ioi (0 : ℝ),
        couplingTrace (P ω) (Q ω) (Matrix.of fun i j => -2 * x i * y j))) := by
    simp only [integral_expand hint]
    exact tendsto_finsetSum _ fun i _ => tendsto_finsetSum _ fun j _ =>
      tendsto_finsetSum _ fun l _ => tendsto_finsetSum _ fun k _ =>
        ((reduced_tendsto_dipole x y k l).mul (reduced_tendsto_dipole x y i j)).const_mul _
  simp only [couplingTrace_product, integral_const_mul] at hlim
  simp only [hE]
  have hfin := hlim.const_mul (-(1 / (2 * Real.pi)))
  refine hfin.trans (le_of_eq (congrArg 𝓝 ?_))
  ring

/-- For arbitrary responses, `R² trace (P V Q Vᵀ)` tends to the product of the sums of
all response entries. -/
theorem trace_monopole_limit (P : Matrix m m ℝ) (Q : Matrix n n ℝ)
    (x : m → ℝ) (y : n → ℝ) :
    Tendsto (fun R => R ^ 2 * couplingTrace P Q (coulomb x y R)) atTop
      (𝓝 ((∑ i, ∑ k, P i k) * ∑ j, ∑ l, Q j l)) := by
  simp only [← couplingTrace_smul]
  have h := tendsto_trace P Q (M := fun R => R • coulomb x y R)
    (D := Matrix.of fun i j => 1 * (fun _ : m => (1 : ℝ)) i * (fun _ : n => (1 : ℝ)) j)
    (fun i j => by
      simpa only [coulomb, Matrix.smul_apply, Matrix.of_apply, smul_eq_mul, mul_one_div,
        add_sub_assoc, mul_one] using tendsto_ratio (y j - x i))
  rw [couplingTrace_product] at h
  simpa only [polarizability, Matrix.mulVec, dotProduct, one_mul, mul_one, one_pow] using h

/-- A two-site charge-flow response with a Lorentzian dependence on imaginary frequency. -/
def bondResponse (ω : ℝ) : Matrix (Fin 2) (Fin 2) ℝ :=
  (1 + ω ^ 2)⁻¹ • !![1, -1; -1, 1]

/-- The two-site response conserves charge, has integrable products of entries, and has
axial polarizability `1/(1+ω²)` for sites at 0 and 1. -/
theorem bondResponse_witness :
    (∀ ω, ChargeConserving (bondResponse ω)) ∧
    (∀ i k l j, IntegrableOn (fun ω => bondResponse ω i k * bondResponse ω l j) (Set.Ioi 0)) ∧
    ∀ ω, polarizability ![0, 1] (bondResponse ω) = (1 + ω ^ 2)⁻¹ := by
  refine ⟨fun ω => ⟨Matrix.IsSymm.ext fun i j => ?_, fun i => ?_⟩, fun i k l j => ?_,
    fun ω => ?_⟩
  · fin_cases i <;> fin_cases j <;> simp [bondResponse]
  · fin_cases i <;> simp [bondResponse, Fin.sum_univ_two]
  · have hc : Continuous fun ω : ℝ => (1 + ω ^ 2)⁻¹ :=
      Continuous.inv₀ (by fun_prop) (fun ω => by positivity)
    have base : Integrable (fun ω : ℝ => (1 + ω ^ 2)⁻¹ * (1 + ω ^ 2)⁻¹) := by
      refine integrable_inv_one_add_sq.mono' (hc.mul hc).aestronglyMeasurable
        (ae_of_all _ fun ω => ?_)
      have h0 : 0 ≤ (1 + ω ^ 2)⁻¹ := by positivity
      have h1 : (1 + ω ^ 2)⁻¹ ≤ 1 := inv_le_one_of_one_le₀ (by nlinarith [sq_nonneg ω])
      rw [Real.norm_of_nonneg (mul_nonneg h0 h0)]
      exact mul_le_of_le_one_left h0 h1
    have e : (fun ω => bondResponse ω i k * bondResponse ω l j) = fun ω =>
        (1 + ω ^ 2)⁻¹ * (1 + ω ^ 2)⁻¹ *
          ((!![1, -1; -1, 1] : Matrix (Fin 2) (Fin 2) ℝ) i k *
            (!![1, -1; -1, 1] : Matrix (Fin 2) (Fin 2) ℝ) l j) := by
      funext ω
      simp only [bondResponse, Matrix.smul_apply, smul_eq_mul]
      ring
    rw [e]
    exact (base.mul_const _).integrableOn
  · simp [polarizability, bondResponse, Matrix.mulVec, dotProduct, Fin.sum_univ_two]

end

end CollinearCasimirPolder
```

```lean
#print axioms CollinearCasimirPolder.trace_dispersion_limit
#print axioms CollinearCasimirPolder.casimirPolder_limit
#print axioms CollinearCasimirPolder.trace_monopole_limit
```

```
'CollinearCasimirPolder.trace_dispersion_limit' depends on axioms: [propext, Classical.choice, Quot.sound]
'CollinearCasimirPolder.casimirPolder_limit' depends on axioms: [propext, Classical.choice, Quot.sound]
'CollinearCasimirPolder.trace_monopole_limit' depends on axioms: [propext, Classical.choice, Quot.sound]
```

## How the proof follows the derivation

`couplingTrace_gauge` is the cancellation argument: `hG` shows that the one-site terms vanish between P and Q, `key` and `key2` are the two matrix identities, and `cyc` is cyclicity. `scaled_trace` applies it to `reduced`, the matrix W, and absorbs R⁶ through `couplingTrace_smul`.

`reduced_tendsto_dipole` starts from the product of ratios, whose limit follows from `tendsto_ratio`. It then shows that this product equals R³W_ij once R > |a| + |b|, where all denominators are positive and `field_simp` and `ring` can finish the algebra.

`couplingTrace_expand` writes the trace as the fourfold sum, `tendsto_trace` takes the limit term by term, and `couplingTrace_product` factorises the result into two polarizabilities.

For the energy, `integral_expand` moves the integral inside the sum, which is where the integrability hypothesis enters. No dominated-convergence argument is needed, because R appears only in factors outside the integrals.

`trace_monopole_limit` reuses the factorisation with all coordinates replaced by 1. `bondResponse_witness` verifies that the two-site response of the example satisfies every hypothesis and has polarizability (1+ω²)⁻¹, so the energy theorem covers a case with a nonzero limit.
